# For singly occupied orbitals at maximum spin, the orbital entropy of an $M_s$ component is the binary entropy of its up-spin fraction

Two unpaired electrons in two orbitals can form a triplet. If the Hamiltonian does not depend on spin, its three $M_s$ components have the same energy. At $M_s=\pm1$ each orbital has a definite spin and entropy zero; at $M_s=0$ each orbital has entropy $\ln 2$. For any larger number of unpaired electrons coupled to maximum spin, the entropy is again zero at the two extreme values of $M_s$ and positive in between.

## Entropy as a function of $M_s$

Take $n\ge1$ singly occupied orbitals and let $s$ be the set of orbitals with spin up. For $0\le k\le n$, define

$$|n,k\rangle=\binom nk^{-1/2}\sum_{|s|=k}|s\rangle .$$

This state has $S=n/2$ and $M_s=k-n/2$. Up to a phase, it is the only state of $n$ singly occupied orbitals with these quantum numbers, a standard fact that the Lean file does not prove. Every orbital has the reduced spin density $\rho=\mathrm{diag}(k/n,\,1-k/n)$ and the entropy $h(k/n)$, where $h(p)=-p\ln p-(1-p)\ln(1-p)$ and $0\ln0=0$. The entropy vanishes exactly for $k=0$ or $k=n$. Components $k$ and $l$ have equal entropies exactly when $k=l$ or $k+l=n$, that is, when $|M_s|$ agrees.

## Single-orbital entropies from a CI vector or matrix product state

A code can obtain the up and down probabilities of orbital $i$ as $\langle n_{i\uparrow}\rangle-\langle n_{i\uparrow}n_{i\downarrow}\rangle$ and $\langle n_{i\downarrow}\rangle-\langle n_{i\uparrow}n_{i\downarrow}\rangle$. Here double occupancy is zero, so they are $k/n$ and $1-k/n$. For $n=4$, where $S=2$, the entropy per orbital is $0$ at $M_s=2$, about $0.562$ at $M_s=1$ and $\ln2\approx0.693$ at $M_s=0$. If orbitals are selected by an entropy threshold, the chosen $M_s$ can therefore affect the selection, even in this idealised case of singly occupied orbitals.

## From counting strings to the entropy

There are $\binom nk$ strings, each with probability $1/\binom nk$, so the norm is one. Write $c=\binom nk^{-1/2}$. A string with $k+1$ up spins is reached by $S_+$ in $k+1$ ways, which gives it amplitude $(k+1)c$. Applying $S_-$ returns to a string with $k$ up spins through each of its $n-k$ down spins, with total amplitude $(n-k)(k+1)c$. With $S^2=S_-S_++S_z^2+S_z$ in units of $\hbar^2$, the eigenvalue is

$$(n-k)(k+1)+\left(k-\tfrac n2\right)\left(k-\tfrac n2+1\right)=\tfrac n2\left(\tfrac n2+1\right).$$

Now fix one orbital. It is down in $\binom{n-1}{k}$ strings and up in the rest, so

$$\rho_{\downarrow\downarrow}=\binom{n-1}{k}\Big/\binom nk=\frac{n-k}{n},\qquad \rho_{\uparrow\uparrow}=\frac kn .$$

An off-diagonal element multiplies the amplitudes of two strings that differ only in this orbital's spin. Their numbers of up spins differ by one, so one amplitude is zero. The eigenvalues are thus the diagonal entries, and the entropy is $h(k/n)$.

Since $h(p)=0$ on $[0,1]$ only at the endpoints, the entropy vanishes only for $k=0$ or $k=n$. Moreover, $h$ increases strictly on $[0,1/2]$ and $h(p)=h(1-p)$. Reflecting any argument above $1/2$ shows that $h(p)=h(q)$ exactly when $p=q$ or $p+q=1$. Setting $p=k/n$ and $q=l/n$ gives the rule for equal entropies.

## The same steps in Lean

`component_mul_star` and `sum_strings` do the counting, and `component_normalized` combines them. In `component_maximum_spin`, `hR` and `hLR` are the two spin-flip counts. `orbitalDensity_component` computes both populations from binomial identities, treating $k=0$ separately for the up spin; `hoff` removes the coherences. `entropy_component` factors the characteristic polynomial. In `entropy_eq_iff`, `key` treats four cases, according to the side of $1/2$ on which each argument lies.

```lean
import Mathlib

open Finset

namespace SpinMultipletEntropy

noncomputable section

variable {n : ℕ}

/-- The equal superposition of all spin strings of `n` singly occupied orbitals with `k` up spins,
for `k ≤ n`. A spin string `s` is the set of orbitals that carry spin up. -/
def component (n k : ℕ) (s : Finset (Fin n)) : ℂ :=
  if s.card = k then (((Real.sqrt (n.choose k : ℝ))⁻¹ : ℝ) : ℂ) else 0

/-- The total raising operator `S₊`, which flips one down spin up in all possible ways. -/
def spinRaise (ψ : Finset (Fin n) → ℂ) (s : Finset (Fin n)) : ℂ :=
  ∑ i ∈ s, ψ (s.erase i)

/-- The total lowering operator `S₋`, which flips one up spin down in all possible ways. -/
def spinLower (ψ : Finset (Fin n) → ℂ) (s : Finset (Fin n)) : ℂ :=
  ∑ i ∈ sᶜ, ψ (insert i s)

/-- The total spin projection `S_z`, which multiplies the amplitude of each string by half the
difference between its numbers of up and down spins. -/
def spinZ (ψ : Finset (Fin n) → ℂ) (s : Finset (Fin n)) : ℂ :=
  ((s.card : ℂ) - n / 2) * ψ s

/-- The total spin operator `S² = S₋ S₊ + S_z² + S_z`, in units of `ħ²`. -/
def spinSq (ψ : Finset (Fin n) → ℂ) (s : Finset (Fin n)) : ℂ :=
  spinLower (spinRaise ψ) s + spinZ (spinZ ψ) s + spinZ ψ s

/-- The reduced spin density of orbital `i`: the partial trace over the spins `t` of all other
orbitals. Index 0 is spin up and index 1 is spin down. -/
def orbitalDensity (ψ : Finset (Fin n) → ℂ) (i : Fin n) : Matrix (Fin 2) (Fin 2) ℂ :=
  Matrix.of fun a b => ∑ t ∈ (univ.erase i).powerset,
    ψ (![insert i t, t] a) * star (ψ (![insert i t, t] b))

/-- The von Neumann entropy of a one-orbital spin density: the sum of `-p ln p` over its
eigenvalues `p`, counted with multiplicity. -/
def entropy (ρ : Matrix (Fin 2) (Fin 2) ℂ) : ℝ :=
  (ρ.charpoly.roots.map fun z => Real.negMulLog z.re).sum

/-- Each spin string with `k` up spins has probability one over the number of such strings,
and every other string has probability zero. -/
theorem component_mul_star (k : ℕ) (s : Finset (Fin n)) :
    component n k s * star (component n k s) =
      if s.card = k then ((n.choose k : ℕ) : ℂ)⁻¹ else 0 := by
  rw [component]
  split_ifs with h
  · rw [Complex.star_def, Complex.conj_ofReal, ← Complex.ofReal_mul, ← mul_inv,
      Real.mul_self_sqrt (Nat.cast_nonneg _)]
    simp
  · simp

/-- Summing a constant over the spin strings on the orbitals `A` with `k` up spins
multiplies it by a binomial coefficient. -/
theorem sum_strings (A : Finset (Fin n)) (k : ℕ) (c : ℂ) :
    ∑ t ∈ A.powerset, (if t.card = k then c else 0) = (A.card.choose k : ℕ) * c := by
  rw [← sum_filter, ← powersetCard_eq_filter, sum_const, card_powersetCard, nsmul_eq_mul]

/-- The superposition is normalized when `k ≤ n`. -/
theorem component_normalized {k : ℕ} (hk : k ≤ n) :
    ∑ s, component n k s * star (component n k s) = 1 := by
  have hC : ((n.choose k : ℕ) : ℂ) ≠ 0 := Nat.cast_ne_zero.mpr (Nat.choose_pos hk).ne'
  simp_rw [component_mul_star]
  rw [← powerset_univ, sum_strings, card_univ, Fintype.card_fin, mul_inv_cancel₀ hC]

/-- For `k ≤ n`, the superposition with `k` up spins is an eigenstate of `S_z` with `Mₛ = k - n/2`
and of `S²` with `S = n/2`, the maximum spin of `n` electrons. -/
theorem component_maximum_spin (n k : ℕ) :
    spinZ (component n k) = ((k : ℂ) - n / 2) • component n k ∧
    spinSq (component n k) = ((n : ℂ) / 2 * (n / 2 + 1)) • component n k := by
  set c : ℂ := (((Real.sqrt (n.choose k : ℝ))⁻¹ : ℝ) : ℂ) with hc
  -- a string with k + 1 up spins is reached by S₊ in k + 1 ways
  have hR : ∀ s : Finset (Fin n), spinRaise (component n k) s =
      if s.card = k + 1 then ((k : ℂ) + 1) * c else 0 := by
    intro s
    have h : ∀ i ∈ s, component n k (s.erase i) = if s.card = k + 1 then c else 0 := by
      intro i hi
      have h1 := card_erase_add_one hi
      by_cases h2 : s.card = k + 1
      · rw [component, if_pos (by omega), if_pos h2]
      · rw [component, if_neg (by omega), if_neg h2]
    rw [spinRaise, sum_congr rfl h, sum_const, nsmul_eq_mul]
    split_ifs with h2
    · rw [h2]
      push_cast
      ring
    · ring
  -- S₋ then returns to a given string from each of its n - k down spins
  have hLR : ∀ s : Finset (Fin n), spinLower (spinRaise (component n k)) s =
      ((n : ℂ) - s.card) * (if s.card = k then ((k : ℂ) + 1) * c else 0) := by
    intro s
    have h : ∀ i ∈ sᶜ, spinRaise (component n k) (insert i s) =
        if s.card = k then ((k : ℂ) + 1) * c else 0 := by
      intro i hi
      rw [hR, card_insert_of_notMem (mem_compl.mp hi)]
      simp
    have h1 := card_add_card_compl s
    rw [Fintype.card_fin] at h1
    have h2 : (s.card : ℂ) + (sᶜ.card : ℂ) = n := by exact_mod_cast h1
    have h3 : (sᶜ.card : ℂ) = n - s.card := by linear_combination h2
    rw [spinLower, sum_congr rfl h, sum_const, nsmul_eq_mul, h3]
  constructor
  · funext s
    rw [Pi.smul_apply, smul_eq_mul, spinZ, component]
    split_ifs with h
    · rw [h]
    · ring
  · funext s
    rw [Pi.smul_apply, smul_eq_mul, spinSq, hLR]
    simp only [spinZ, component]
    split_ifs with h
    · rw [h, ← hc]
      ring
    · ring

/-- For `k ≤ n`, every orbital has the reduced spin density `diag(k/n, 1 - k/n)`. -/
theorem orbitalDensity_component {k : ℕ} (hk : k ≤ n) (i : Fin n) :
    orbitalDensity (component n k) i = !![(k : ℂ) / n, 0; 0, 1 - (k : ℂ) / n] := by
  cases n with
  | zero => exact i.elim0
  | succ N =>
    have hC : (((N + 1).choose k : ℕ) : ℂ) ≠ 0 :=
      Nat.cast_ne_zero.mpr (Nat.choose_pos hk).ne'
    have hN : ((N + 1 : ℕ) : ℂ) ≠ 0 := Nat.cast_ne_zero.mpr (by omega)
    have hcard : (univ.erase i).card = N := by simp
    have hins : ∀ t ∈ (univ.erase i).powerset, (insert i t).card = t.card + 1 := by
      intro t ht
      apply card_insert_of_notMem
      intro h
      have h1 := mem_powerset.mp ht h
      simp at h1
    -- populations: fractions of strings with orbital i up or down
    have hup : ∑ t ∈ (univ.erase i).powerset, component (N + 1) k (insert i t) *
        star (component (N + 1) k (insert i t)) = (k : ℂ) / ((N + 1 : ℕ) : ℂ) := by
      cases k with
      | zero =>
        rw [sum_eq_zero]
        · simp
        · intro t ht
          rw [component_mul_star, if_neg]
          rw [hins t ht]
          omega
      | succ m =>
        have h : ∀ t ∈ (univ.erase i).powerset, component (N + 1) (m + 1) (insert i t) *
            star (component (N + 1) (m + 1) (insert i t)) =
            if t.card = m then (((N + 1).choose (m + 1) : ℕ) : ℂ)⁻¹ else 0 := by
          intro t ht
          rw [component_mul_star, hins t ht]
          simp
        have e : ((N : ℂ) + 1) * (N.choose m : ℕ) =
            ((N + 1).choose (m + 1) : ℕ) * ((m : ℂ) + 1) := by
          exact_mod_cast Nat.add_one_mul_choose_eq N m
        rw [sum_congr rfl h, sum_strings, hcard, ← div_eq_mul_inv, div_eq_div_iff hC hN]
        push_cast
        linear_combination e
    have hdown : ∑ t ∈ (univ.erase i).powerset, component (N + 1) k t *
        star (component (N + 1) k t) = 1 - (k : ℂ) / ((N + 1 : ℕ) : ℂ) := by
      have e := congrArg (Nat.cast : ℕ → ℂ) (Nat.choose_mul_succ_eq N k)
      push_cast [Nat.cast_sub hk] at e
      have hd : 1 - (k : ℂ) / ((N + 1 : ℕ) : ℂ) =
          (((N + 1 : ℕ) : ℂ) - k) / ((N + 1 : ℕ) : ℂ) := by rw [sub_div, div_self hN]
      simp_rw [component_mul_star]
      rw [sum_strings, hcard, hd, ← div_eq_mul_inv, div_eq_div_iff hC hN]
      push_cast
      linear_combination e
    -- coherences: flipping one spin changes the number of up spins
    have hoff : ∀ t ∈ (univ.erase i).powerset,
        component (N + 1) k (insert i t) = 0 ∨ component (N + 1) k t = 0 := by
      intro t ht
      have h1 := hins t ht
      by_cases h : t.card = k
      · left
        rw [component, if_neg (by omega)]
      · right
        rw [component, if_neg h]
    have h01 : ∑ t ∈ (univ.erase i).powerset, component (N + 1) k (insert i t) *
        star (component (N + 1) k t) = 0 :=
      sum_eq_zero fun t ht => by rcases hoff t ht with h | h <;> simp [h]
    have h10 : ∑ t ∈ (univ.erase i).powerset, component (N + 1) k t *
        star (component (N + 1) k (insert i t)) = 0 :=
      sum_eq_zero fun t ht => by rcases hoff t ht with h | h <;> simp [h]
    ext a b
    fin_cases a <;> fin_cases b
    exacts [hup, h01, h10, hdown]

/-- For `k ≤ n`, the entropy of every orbital is the binary entropy of the fraction `k/n` of
up spins. -/
theorem entropy_component {k : ℕ} (hk : k ≤ n) (i : Fin n) :
    entropy (orbitalDensity (component n k) i) = Real.binEntropy ((k : ℝ) / n) := by
  -- the eigenvalues of a diagonal density are its diagonal entries
  have hp : ∀ a b : ℂ, (!![a, 0; 0, b] : Matrix (Fin 2) (Fin 2) ℂ).charpoly =
      (Polynomial.X - Polynomial.C a) * (Polynomial.X - Polynomial.C b) := by
    intro a b
    simp [Matrix.charpoly, Matrix.det_fin_two]
  have hd : ∀ p q : ℝ, entropy !![(p : ℂ), 0; 0, (q : ℂ)] =
      Real.negMulLog p + Real.negMulLog q := by
    intro p q
    rw [entropy, hp, Polynomial.roots_mul (mul_ne_zero (Polynomial.X_sub_C_ne_zero _)
      (Polynomial.X_sub_C_ne_zero _)), Polynomial.roots_X_sub_C, Polynomial.roots_X_sub_C]
    simp
  have h := hd ((k : ℝ) / n) (1 - (k : ℝ) / n)
  push_cast at h
  rw [orbitalDensity_component hk, h, Real.binEntropy_eq_negMulLog_add_negMulLog_one_sub]

/-- For `k ≤ n`, the orbital entropy vanishes exactly when all spins are down or all are up. -/
theorem entropy_eq_zero_iff {k : ℕ} (hk : k ≤ n) (i : Fin n) :
    entropy (orbitalDensity (component n k) i) = 0 ↔ k = 0 ∨ k = n := by
  have hn : (n : ℝ) ≠ 0 := Nat.cast_ne_zero.mpr i.pos.ne'
  rw [entropy_component hk, Real.binEntropy_eq_zero, div_eq_one_iff_eq hn]
  simp [i.pos.ne']

/-- Two components of the multiplet, with `k ≤ n` and `l ≤ n` up spins, have the same orbital
entropy exactly when `k = l` or `k + l = n`, that is, when their `Mₛ` agree up to sign. -/
theorem entropy_eq_iff {k l : ℕ} (hk : k ≤ n) (hl : l ≤ n) (i : Fin n) :
    entropy (orbitalDensity (component n k) i) = entropy (orbitalDensity (component n l) i) ↔
      k = l ∨ k + l = n := by
  have hn : (n : ℝ) ≠ 0 := Nat.cast_ne_zero.mpr i.pos.ne'
  have hfrac : ∀ m : ℕ, m ≤ n → 0 ≤ (m : ℝ) / n ∧ (m : ℝ) / n ≤ 1 := fun m hm =>
    ⟨by positivity, div_le_one_of_le₀ (Nat.cast_le.mpr hm) (Nat.cast_nonneg n)⟩
  -- binary entropy is injective up to the reflection p ↦ 1 - p
  have key : ∀ p q : ℝ, 0 ≤ p ∧ p ≤ 1 → 0 ≤ q ∧ q ≤ 1 →
      (Real.binEntropy p = Real.binEntropy q ↔ p = q ∨ p + q = 1) := by
    intro p q hp hq
    have inj := Real.binEntropy_strictMonoOn.injOn
    have refl_mem : ∀ x : ℝ, x ≤ 1 → 2⁻¹ ≤ x → 1 - x ∈ Set.Icc (0 : ℝ) 2⁻¹ :=
      fun x h1 h2 => ⟨by linarith, by linarith⟩
    constructor
    · intro h
      rcases le_total p 2⁻¹ with h1 | h1 <;> rcases le_total q 2⁻¹ with h2 | h2
      · exact Or.inl (inj ⟨hp.1, h1⟩ ⟨hq.1, h2⟩ h)
      · have e := inj ⟨hp.1, h1⟩ (refl_mem q hq.2 h2) (by rw [Real.binEntropy_one_sub, h])
        exact Or.inr (by linarith)
      · have e := inj (refl_mem p hp.2 h1) ⟨hq.1, h2⟩ (by rw [Real.binEntropy_one_sub, h])
        exact Or.inr (by linarith)
      · have e := inj (refl_mem p hp.2 h1) (refl_mem q hq.2 h2)
          (by rw [Real.binEntropy_one_sub, Real.binEntropy_one_sub, h])
        exact Or.inl (by linarith)
    · rintro (h | h)
      · rw [h]
      · rw [show q = 1 - p by linarith, Real.binEntropy_one_sub]
  rw [entropy_component hk, entropy_component hl, key _ _ (hfrac k hk) (hfrac l hl),
    div_left_inj' hn, ← add_div, div_eq_one_iff_eq hn]
  norm_cast

end

end SpinMultipletEntropy
```

```lean
#print axioms SpinMultipletEntropy.component_maximum_spin
-- 'SpinMultipletEntropy.component_maximum_spin' depends on axioms: [propext, Classical.choice, Quot.sound]
#print axioms SpinMultipletEntropy.entropy_component
-- 'SpinMultipletEntropy.entropy_component' depends on axioms: [propext, Classical.choice, Quot.sound]
#print axioms SpinMultipletEntropy.entropy_eq_zero_iff
-- 'SpinMultipletEntropy.entropy_eq_zero_iff' depends on axioms: [propext, Classical.choice, Quot.sound]
#print axioms SpinMultipletEntropy.entropy_eq_iff
-- 'SpinMultipletEntropy.entropy_eq_iff' depends on axioms: [propext, Classical.choice, Quot.sound]
```

## What the definitions fix

A state is a function `Finset (Fin n) → ℂ`, whose argument is the set of up-spin orbitals. `orbitalDensity` traces over the other spins, with index 0 for up and 1 for down. `entropy` uses natural logarithms and counts eigenvalues with multiplicity. The hypothesis `hk` says $k\le n$, and an orbital `i : Fin n` exists only if $n\ge1$.

The spin operators are defined by their action on strings, without fermionic signs. This corresponds to determinants ordered orbital by orbital; other orderings can introduce signs into the amplitudes. The file contains no Hamiltonian, so the degeneracy is physical input. It treats neither other spin couplings nor mutual information between orbitals.

A model with empty and doubly occupied orbitals would use a $4\times4$ density. For this state it would add two zero eigenvalues and leave the entropy unchanged. With determinants ordered orbital by orbital, the spin operators would still need no fermionic signs, and empty and doubly occupied orbitals would contribute nothing to them.
